# Every Slater determinant of N orthonormal orbitals in M basis orbitals has a configuration of weight at least 1/(M choose N)

A configuration is represented here as a set $S$ of $N$ occupied basis orbitals, not as an ordered list. Its amplitude is a determinant whose sign depends on the order of the rows, so an order has to be fixed, and the increasing one is used. The weight, the squared modulus of the amplitude, doesn't depend on this choice.

The Slater determinant itself enters through an $M\times N$ complex matrix $A$. Column $j$ holds the coefficients of the $j$-th occupied orbital in an orthonormal basis of $M$ spin orbitals. No Fock space is built: the minors of $A$ are taken as the expansion coefficients of the state.

## Configurations and their amplitudes

```lean
import Mathlib

open Matrix

namespace DominantConfiguration

noncomputable section

variable {M N : ℕ}
```

The numbers `M` and `N` are arbitrary natural numbers, zero included. Lean's index type `Fin M` is $\{0,\dots,M-1\}$, so all indices below start at 0.

```lean
/-- The amplitude of the configuration `S` in the Slater determinant with orbital matrix `A`:
the determinant of the rows of `A` in `S`, taken in increasing order. -/
def configAmplitude (A : Matrix (Fin M) (Fin N) ℂ) (S : Finset (Fin M)) (hS : S.card = N) : ℂ :=
  (A.submatrix (S.orderEmbOfFin hS) id).det
```

`Finset (Fin M)` is the type of finite sets of basis orbitals, and `hS` is a proof that $S$ has $N$ elements. The function `S.orderEmbOfFin hS` lists $S$ in increasing order, `submatrix` selects those rows, and `id` keeps all columns. The result is the amplitude $\det A_S$.

```lean
/-- Pauli principle: the determinant vanishes when two particles share a basis orbital. -/
theorem det_eq_zero_of_double_occupation (A : Matrix (Fin M) (Fin N) ℂ) (f : Fin N → Fin M)
    (hf : ¬ Function.Injective f) : (A.submatrix f id).det = 0 := by
  simp only [Function.Injective, not_forall] at hf
  obtain ⟨i, j, hij, hne⟩ := hf
  refine Matrix.det_zero_of_row_eq hne ?_
  funext k
  simp only [Matrix.submatrix_apply, hij]
```

An assignment $f$ places particle $i$ in basis orbital $f(i)$. Write $A_f$ for the matrix with entries $(A_f)_{ij}=A_{f(i)\,j}$. If $f$ is not injective, two particles share an orbital, $A_f$ has two equal rows, and $\det A_f=0$. The proof extracts the two particles and applies this fact about equal rows.

```lean
/-- The modulus of an amplitude does not depend on the order in which the occupied
basis orbitals are listed. -/
theorem norm_det_eq_norm_configAmplitude (A : Matrix (Fin M) (Fin N) ℂ) (S : Finset (Fin M))
    (hS : S.card = N) (f : Fin N → Fin M) (hf : Function.Injective f) (hm : ∀ i, f i ∈ S) :
    ‖(A.submatrix f id).det‖ = ‖configAmplitude A S hS‖ := by
  have hg : Function.Injective
      (fun i : Fin N => (S.orderIsoOfFin hS).symm ⟨f i, hm i⟩) := by
    intro i j hij
    exact hf (congrArg Subtype.val ((S.orderIsoOfFin hS).symm.injective hij))
  -- the permutation that sorts the list `f`
  let σ : Equiv.Perm (Fin N) := Equiv.ofBijective _ (Finite.injective_iff_bijective.mp hg)
  have hσ : ∀ i, S.orderEmbOfFin hS (σ i) = f i := by
    intro i
    rw [← Finset.coe_orderIsoOfFin_apply]
    exact congrArg Subtype.val ((S.orderIsoOfFin hS).apply_symm_apply ⟨f i, hm i⟩)
  have hsub : A.submatrix f id = (A.submatrix (S.orderEmbOfFin hS) id).submatrix σ id := by
    ext i j
    simp only [Matrix.submatrix_apply, id_eq, hσ]
  rw [hsub, Matrix.det_permute, configAmplitude]
  rcases Int.units_eq_one_or (Equiv.Perm.sign σ) with h | h <;> simp [h]
```

If $f$ is injective with values in $S$, it lists $S$ in some order. Let $\sigma(i)$ be the position of $f(i)$ in the increasing list. Then $A_f$ is $A_S$ with its rows permuted by $\sigma$, so $\det A_f=\operatorname{sgn}(\sigma)\det A_S$ and the moduli agree. The proof builds $\sigma$ and checks both possible signs.

## The total weight

```lean
/-- The Gram determinant of the orbitals, expanded over all assignments of particles to
basis orbitals. -/
theorem gram_expansion (A : Matrix (Fin M) (Fin N) ℂ) :
    (Aᴴ * A).det = ∑ f : Fin N → Fin M,
      (∏ i, A (f i) i) * starRingEnd ℂ (A.submatrix f id).det := by
  have h : ∀ f : Fin N → Fin M, starRingEnd ℂ (A.submatrix f id).det =
      ∑ σ : Equiv.Perm (Fin N), ((Equiv.Perm.sign σ : ℤ) : ℂ) *
        ∏ i, starRingEnd ℂ (A (f i) (σ i)) := by
    intro f
    rw [← Matrix.det_transpose, Matrix.det_apply', map_sum]
    refine Finset.sum_congr rfl fun σ _ => ?_
    simp only [map_mul, map_prod, map_intCast, Matrix.transpose_apply, Matrix.submatrix_apply,
      id_eq]
  simp_rw [h]
  simp only [Matrix.det_apply', Matrix.mul_apply, Matrix.conjTranspose_apply,
    Finset.prod_univ_sum, Fintype.piFinset_univ, Finset.mul_sum]
  rw [Finset.sum_comm]
  refine Finset.sum_congr rfl fun f _ => Finset.sum_congr rfl fun σ _ => ?_
  rw [Finset.prod_mul_distrib]
  simp only [starRingEnd_apply]
  ring
```

Here `Aᴴ` is the conjugate transpose $A^\dagger$, and `starRingEnd ℂ` is complex conjugation. By hand, expand the determinant and then each matrix product:

$$\det(A^\dagger A)=\sum_\sigma \operatorname{sgn}(\sigma)\prod_i\sum_k \overline{A_{k\,\sigma(i)}}\,A_{k\,i}.$$

Multiplying out the product means choosing one $k=f(i)$ for each $i$. Collecting the sum over $\sigma$ gives

$$\det(A^\dagger A)=\sum_f\Big(\prod_i A_{f(i)\,i}\Big)\overline{\det A_f}.$$

In Lean, `Finset.prod_univ_sum` multiplies out the product and `Finset.sum_comm` exchanges the sums.

```lean
/-- The expansion of the Gram determinant after relabelling the particles by a permutation,
which brings in its sign. -/
theorem gram_expansion_relabelled (A : Matrix (Fin M) (Fin N) ℂ) (σ : Equiv.Perm (Fin N)) :
    (Aᴴ * A).det = ∑ f : Fin N → Fin M,
      (((Equiv.Perm.sign σ : ℤ) : ℂ) * ∏ i, A (f (σ i)) i) *
        starRingEnd ℂ (A.submatrix f id).det := by
  have hterm : ∀ f : Fin N → Fin M,
      (∏ i, A (f i) i) * starRingEnd ℂ (A.submatrix f id).det =
        (((Equiv.Perm.sign σ : ℤ) : ℂ) * ∏ i, A ((f ∘ σ.symm) (σ i)) i) *
          starRingEnd ℂ (A.submatrix (f ∘ σ.symm) id).det := by
    intro f
    have hsub : A.submatrix f id = (A.submatrix (f ∘ σ.symm) id).submatrix σ id := by
      ext i j
      simp only [Matrix.submatrix_apply, id_eq, Function.comp_apply, Equiv.symm_apply_apply]
    have hd : (A.submatrix f id).det =
        ((Equiv.Perm.sign σ : ℤ) : ℂ) * (A.submatrix (f ∘ σ.symm) id).det :=
      (congrArg Matrix.det hsub).trans (Matrix.det_permute σ _)
    rw [hd, map_mul, map_intCast]
    simp only [Function.comp_apply, Equiv.symm_apply_apply]
    ring
  exact (gram_expansion A).trans
    (Fintype.sum_equiv (σ.arrowCongr (Equiv.refl (Fin M))) _ _ hterm)
```

Fix a permutation $\sigma$ and substitute $f=g\circ\sigma$. Then $\det A_f=\operatorname{sgn}(\sigma)\det A_g$, and as $f$ runs over all assignments, so does $g$. Renaming $g$ to $f$,

$$\det(A^\dagger A)=\sum_f \operatorname{sgn}(\sigma)\Big(\prod_i A_{f(\sigma(i))\,i}\Big)\overline{\det A_f}.$$

```lean
/-- The squared moduli of the determinants, summed over all assignments of particles to basis
orbitals, give `N!` times the Gram determinant. -/
theorem sum_norm_sq_det (A : Matrix (Fin M) (Fin N) ℂ) :
    ((∑ f : Fin N → Fin M, ‖(A.submatrix f id).det‖ ^ 2 : ℝ) : ℂ) =
      (N.factorial : ℂ) * (Aᴴ * A).det := by
  have hf : ∀ f : Fin N → Fin M,
      ∑ σ : Equiv.Perm (Fin N), (((Equiv.Perm.sign σ : ℤ) : ℂ) * ∏ i, A (f (σ i)) i) *
        starRingEnd ℂ (A.submatrix f id).det = ((‖(A.submatrix f id).det‖ ^ 2 : ℝ) : ℂ) := by
    intro f
    have h2 : ∑ σ : Equiv.Perm (Fin N), ((Equiv.Perm.sign σ : ℤ) : ℂ) * ∏ i, A (f (σ i)) i =
        (A.submatrix f id).det := by
      simp only [Matrix.det_apply', Matrix.submatrix_apply, id_eq]
    rw [← Finset.sum_mul, h2, Complex.mul_conj, Complex.normSq_eq_norm_sq]
  -- sum the expansion over all relabellings of the particles
  symm
  calc (N.factorial : ℂ) * (Aᴴ * A).det
      = ∑ _σ : Equiv.Perm (Fin N), (Aᴴ * A).det := by
        rw [Finset.sum_const, Finset.card_univ, Fintype.card_perm, Fintype.card_fin,
          nsmul_eq_mul]
    _ = ∑ σ : Equiv.Perm (Fin N), ∑ f : Fin N → Fin M,
          (((Equiv.Perm.sign σ : ℤ) : ℂ) * ∏ i, A (f (σ i)) i) *
            starRingEnd ℂ (A.submatrix f id).det :=
        Finset.sum_congr rfl fun σ _ => gram_expansion_relabelled A σ
    _ = ∑ f : Fin N → Fin M, ∑ σ : Equiv.Perm (Fin N),
          (((Equiv.Perm.sign σ : ℤ) : ℂ) * ∏ i, A (f (σ i)) i) *
            starRingEnd ℂ (A.submatrix f id).det := Finset.sum_comm
    _ = ∑ f : Fin N → Fin M, ((‖(A.submatrix f id).det‖ ^ 2 : ℝ) : ℂ) :=
        Finset.sum_congr rfl fun f _ => hf f
    _ = ((∑ f : Fin N → Fin M, ‖(A.submatrix f id).det‖ ^ 2 : ℝ) : ℂ) :=
        (Complex.ofReal_sum _ _).symm
```

Sum the last identity over all $N!$ permutations. For each $f$, the sum over $\sigma$ of the signed products is $\det A_f$, hence

$$\sum_f|\det A_f|^2=N!\,\det(A^\dagger A).$$

The `calc` block follows these steps line by line. This is the Cauchy–Binet formula for the product $A^\dagger A$, in a form that still counts each configuration once for each of its $N!$ orderings.

## The bound and its equality case

```lean
/-- Equality case: if no configuration of a Slater determinant of orthonormal orbitals has weight
above `1 / (M choose N)`, then every configuration has exactly this weight. -/
theorem flat_of_le (A : Matrix (Fin M) (Fin N) ℂ) (hA : Aᴴ * A = 1)
    (hle : ∀ S hS, ‖configAmplitude A S hS‖ ^ 2 ≤ 1 / (M.choose N : ℝ))
    (S : Finset (Fin M)) (hS : S.card = N) :
    ‖configAmplitude A S hS‖ ^ 2 = 1 / (M.choose N : ℝ) := by
  classical
  have hNM : N ≤ M := by simpa [hS] using Finset.card_le_univ S
  have hch : (M.choose N : ℝ) ≠ 0 := Nat.cast_ne_zero.mpr (Nat.choose_pos hNM).ne'
  let I : Finset (Fin N → Fin M) := Finset.univ.filter Function.Injective
  have htot : ∑ f : Fin N → Fin M, ‖(A.submatrix f id).det‖ ^ 2 = (N.factorial : ℝ) := by
    have h := sum_norm_sq_det A
    rw [hA, Matrix.det_one, mul_one] at h
    exact_mod_cast h
  -- only injective assignments contribute
  have hI : ∑ f ∈ I, ‖(A.submatrix f id).det‖ ^ 2 = (N.factorial : ℝ) := by
    rw [← htot]
    refine Finset.sum_subset (Finset.subset_univ _) fun f _ hf => ?_
    have hf' : ¬ Function.Injective f := fun h => hf (Finset.mem_filter.mpr ⟨Finset.mem_univ _, h⟩)
    rw [det_eq_zero_of_double_occupation A f hf']
    simp
  have hcard : I.card = N.factorial * M.choose N := by
    rw [← Nat.descFactorial_eq_factorial_mul_choose, ← Fintype.card_subtype,
      Fintype.card_congr (Equiv.subtypeInjectiveEquivEmbedding (Fin N) (Fin M)),
      Fintype.card_embedding_eq, Fintype.card_fin, Fintype.card_fin]
  have hconst : ∑ _f ∈ I, 1 / (M.choose N : ℝ) = (N.factorial : ℝ) := by
    rw [Finset.sum_const, hcard, nsmul_eq_mul, Nat.cast_mul]
    field_simp
  have hterm : ∀ f ∈ I, ‖(A.submatrix f id).det‖ ^ 2 ≤ 1 / (M.choose N : ℝ) := by
    intro f hf
    have hinj : Function.Injective f := (Finset.mem_filter.mp hf).2
    have hc : (Finset.univ.image f).card = N := by
      rw [Finset.card_image_of_injective _ hinj, Finset.card_univ, Fintype.card_fin]
    rw [norm_det_eq_norm_configAmplitude A _ hc f hinj
      fun i => Finset.mem_image_of_mem f (Finset.mem_univ i)]
    exact hle _ hc
  -- equal sums with termwise comparison force equal terms
  exact (Finset.sum_eq_sum_iff_of_le hterm).mp (hI.trans hconst.symm) (S.orderEmbOfFin hS)
    (Finset.mem_filter.mpr ⟨Finset.mem_univ _, (S.orderEmbOfFin hS).injective⟩)
```

The hypothesis `hA` says $A^\dagger A=1$: the occupied orbitals are orthonormal. The hypothesis `hle` says that no weight exceeds $1/\binom MN$. The conclusion is that every weight equals this value.

By hand, orthonormality turns the previous identity into $\sum_f|\det A_f|^2=N!$. Non-injective $f$ contribute nothing. There are $N!\binom MN$ injective ones, and each term is a configuration weight, so it is at most $1/\binom MN$. The sum of these upper bounds is

$$N!\binom MN\cdot\frac1{\binom MN}=N!,$$

which is already the actual sum. No term can therefore fall short of its bound. In the code, `hI` is the restricted sum, `hcard` the count and `hterm` the termwise comparison; `Finset.sum_eq_sum_iff_of_le` draws the conclusion.

```lean
/-- Dominant configuration bound: a Slater determinant of `N` orthonormal orbitals in `M` basis
orbitals has a configuration of weight at least `1 / (M choose N)`. -/
theorem exists_dominant_configuration (A : Matrix (Fin M) (Fin N) ℂ) (hA : Aᴴ * A = 1) :
    ∃ (S : Finset (Fin M)) (hS : S.card = N),
      1 / (M.choose N : ℝ) ≤ ‖configAmplitude A S hS‖ ^ 2 := by
  -- orthonormality leaves room for all particles
  have hNM : N ≤ M := by
    by_contra hlt
    have hz : ∀ f : Fin N → Fin M, (A.submatrix f id).det = 0 := fun f =>
      det_eq_zero_of_double_occupation A f fun hf =>
        hlt (by simpa using Fintype.card_le_of_injective f hf)
    have h := sum_norm_sq_det A
    rw [hA, Matrix.det_one, mul_one] at h
    simp only [hz, norm_zero, ne_eq, OfNat.ofNat_ne_zero, not_false_eq_true, zero_pow,
      Finset.sum_const_zero, Complex.ofReal_zero] at h
    exact Nat.cast_ne_zero.mpr N.factorial_ne_zero h.symm
  by_contra hcon
  have hlt : ∀ S hS, ‖configAmplitude A S hS‖ ^ 2 < 1 / (M.choose N : ℝ) :=
    fun S hS => lt_of_not_ge fun h => hcon ⟨S, hS, h⟩
  have hS : (Finset.univ.map (Fin.castLEEmb hNM)).card = N := by simp
  exact (hlt _ hS).ne (flat_of_le A hA (fun S hS => (hlt S hS).le) _ hS)
```

This is the main theorem: if $A^\dagger A=1$, there is an $N$-element set $S$ with

$$|\det A_S|^2\ge\frac1{\binom MN}.$$

First, $N\le M$. Otherwise no assignment is injective, all determinants vanish, and the total weight identity reads $0=N!$. So at least one configuration exists, for instance the first $N$ basis orbitals. If all weights were strictly below the bound, `flat_of_le` would make them equal to it, a contradiction.

When a single determinant is re-expanded in another orthonormal basis of the same finite-dimensional orbital space, the theorem guarantees a configuration of at least average weight. The formal statement covers single determinants only, but the bound is not special to them: the $\binom MN$ weights of any normalised $N$-fermion state in this basis sum to 1, so one of them is at least the average. A non-orthogonal basis, where the overlap matrix enters the orthonormality condition, is not covered either.

## One particle attains the bound

```lean
/-- One orbital spread with equal coefficients over `M` basis orbitals. -/
def uniformOrbital (M : ℕ) : Matrix (Fin M) (Fin 1) ℂ :=
  fun _ _ => (((√(M : ℝ))⁻¹ : ℝ) : ℂ)
```

Each of the $M$ coefficients of this single orbital is $1/\sqrt M$.

```lean
/-- Sharpness for one particle: the uniform orbital is normalised and each of its
configurations has weight exactly `1 / (M choose 1)`. -/
theorem uniformOrbital_sharp (hM : 0 < M) :
    (uniformOrbital M)ᴴ * uniformOrbital M = 1 ∧
      ∀ S hS, ‖configAmplitude (uniformOrbital M) S hS‖ ^ 2 = 1 / (M.choose 1 : ℝ) := by
  have hs : (√(M : ℝ))⁻¹ * (√(M : ℝ))⁻¹ = (M : ℝ)⁻¹ := by
    rw [← mul_inv, Real.mul_self_sqrt (Nat.cast_nonneg M)]
  constructor
  · ext i j
    obtain rfl := Subsingleton.elim i j
    have h : star (((√(M : ℝ))⁻¹ : ℝ) : ℂ) * (((√(M : ℝ))⁻¹ : ℝ) : ℂ) =
        (((M : ℝ)⁻¹ : ℝ) : ℂ) := by
      rw [← hs, Complex.ofReal_mul]
      exact congrArg (· * _) (Complex.conj_ofReal _)
    simp only [Matrix.mul_apply, Matrix.conjTranspose_apply, uniformOrbital, h,
      Finset.sum_const, Finset.card_univ, Fintype.card_fin, Matrix.one_apply_eq, nsmul_eq_mul]
    rw [Complex.ofReal_inv, Complex.ofReal_natCast]
    exact mul_inv_cancel₀ (Nat.cast_ne_zero.mpr hM.ne')
  · intro S hS
    rw [configAmplitude, Matrix.det_fin_one]
    simp only [Matrix.submatrix_apply, uniformOrbital, Complex.norm_real, Real.norm_eq_abs,
      sq_abs, Nat.choose_one_right]
    rw [sq, hs, one_div]
```

For $M>0$ the squared norm is $M\cdot\frac1M=1$. A configuration is now a single basis orbital, its amplitude is the $1\times1$ determinant $1/\sqrt M$, and its weight is $1/M=1/\binom M1$. The two parts of the proof check these two facts.

## Two orbitals with real coefficients in four basis orbitals exceed it

```lean
/-- For a Slater determinant of two orthonormal orbitals with real coefficients in four basis
orbitals, some configuration has weight strictly above `1 / (4 choose 2) = 1 / 6`. -/
theorem real_two_in_four_strict (B : Matrix (Fin 4) (Fin 2) ℝ) (hB : Bᵀ * B = 1) :
    ∃ (S : Finset (Fin 4)) (hS : S.card = 2),
      1 / 6 < ‖configAmplitude (B.map Complex.ofReal) S hS‖ ^ 2 := by
  by_contra hcon
  have hA : (B.map Complex.ofReal)ᴴ * B.map Complex.ofReal = 1 := by
    have hH : (B.map Complex.ofReal)ᴴ = Bᵀ.map Complex.ofReal := by
      ext i j
      simp
    rw [hH]
    ext i j
    have e := congrArg (fun X : Matrix (Fin 2) (Fin 2) ℝ => ((X i j : ℝ) : ℂ)) hB
    simp only [Matrix.mul_apply, Complex.ofReal_sum, Complex.ofReal_mul] at e
    simp only [Matrix.mul_apply, Matrix.map_apply]
    rw [e, Matrix.one_apply, Matrix.one_apply]
    split_ifs <;> simp
  have h6 : ((Nat.choose 4 2 : ℕ) : ℝ) = 6 := by norm_num [Nat.choose]
  have flat := flat_of_le _ hA fun S hS => by
    rw [h6]
    exact le_of_not_gt fun h => hcon ⟨S, hS, h⟩
  have q : ∀ a b : Fin 4, a ≠ b → (B a 0 * B b 1 - B a 1 * B b 0) ^ 2 = 1 / 6 := by
    intro a b hab
    have hinj : Function.Injective ![a, b] := by
      intro i j
      fin_cases i <;> fin_cases j <;> simp [hab, hab.symm]
    have hmem : ∀ i, ![a, b] i ∈ ({a, b} : Finset (Fin 4)) := by
      intro i
      fin_cases i <;> simp
    have e := flat {a, b} (Finset.card_pair hab)
    have hd : ((B.map Complex.ofReal).submatrix ![a, b] id).det =
        ((B a 0 * B b 1 - B a 1 * B b 0 : ℝ) : ℂ) := by
      have hr : ((B a 0 * B b 1 - B a 1 * B b 0 : ℝ) : ℂ) =
          (B a 0 : ℂ) * (B b 1 : ℂ) - (B a 1 : ℂ) * (B b 0 : ℂ) := by
        simp only [Complex.ofReal_sub, Complex.ofReal_mul]
      rw [hr]
      exact Matrix.det_fin_two _
    rw [← norm_det_eq_norm_configAmplitude _ _ _ _ hinj hmem, h6, hd, Complex.norm_real,
      Real.norm_eq_abs, sq_abs] at e
    exact e
  -- three real numbers of equal non-zero modulus cannot cancel
  have aux : ∀ x y z : ℝ, x ^ 2 = 1 / 36 → y ^ 2 = 1 / 36 → z ^ 2 = 1 / 36 →
      x - y + z = 0 → False := by
    intro x y z hx hy hz h
    have hyz : y = x + z := by linarith
    rw [hyz] at hy
    have hxz : x * z = -1 / 72 := by nlinarith
    have h2 : (x * z) ^ 2 = 1 / 1296 := by
      rw [mul_pow, hx, hz]
      norm_num
    rw [hxz] at h2
    norm_num at h2
  have pr : ∀ a b c d : Fin 4, a ≠ b → c ≠ d →
      ((B a 0 * B b 1 - B a 1 * B b 0) * (B c 0 * B d 1 - B c 1 * B d 0)) ^ 2 = 1 / 36 := by
    intro a b c d hab hcd
    rw [mul_pow, q a b hab, q c d hcd]
    norm_num
  -- the Plücker relation between the six amplitudes
  exact aux _ _ _ (pr 0 1 2 3 (by decide) (by decide)) (pr 0 2 1 3 (by decide) (by decide))
    (pr 0 3 1 2 (by decide) (by decide)) (by ring)

end

end DominantConfiguration
```

The real matrix $B$ satisfies $B^{T}B=1$, and `B.map Complex.ofReal` is the same matrix with complex entries. The claim is that some weight is strictly greater than $1/6$.

Suppose not. Then `flat_of_le` makes all six weights equal to $1/6$. With $p_{ab}=B_{a0}B_{b1}-B_{a1}B_{b0}$, this is $p_{ab}^2=1/6$ for $a\ne b$, the statement `q`. The amplitudes also obey the Plücker relation

$$p_{01}p_{23}-p_{02}p_{13}+p_{03}p_{12}=0,$$

which `ring` verifies by expansion. Call the three products $x,y,z$. Each has square $1/36$, and $y=x+z$. Squaring gives $\frac1{36}=\frac2{36}+2xz$, so $xz=-\frac1{72}$. But $(xz)^2=x^2z^2=\frac1{1296}$, whereas $\left(\frac1{72}\right)^2=\frac1{5184}$. This contradiction is the step `aux`. It relies on real coefficients, since three complex numbers of equal modulus can cancel.

```lean
#print axioms DominantConfiguration.exists_dominant_configuration
#print axioms DominantConfiguration.uniformOrbital_sharp
#print axioms DominantConfiguration.real_two_in_four_strict
```

```
'DominantConfiguration.exists_dominant_configuration' depends on axioms: [propext, Classical.choice, Quot.sound]
'DominantConfiguration.uniformOrbital_sharp' depends on axioms: [propext, Classical.choice, Quot.sound]
'DominantConfiguration.real_two_in_four_strict' depends on axioms: [propext, Classical.choice, Quot.sound]
```
